# Among finitely many facets with positive energies, one is redundant in the Wulff shape exactly when its dual point lies in the hull of the origin and the other dual points

## Two parallel facets that seem to break the hull rule

For facet normals $n_i$ and surface energies $\gamma_i>0$, I define the Wulff shape $W$ as the set of points $x$ with $\langle x,n_i\rangle\le\gamma_i$ for every $i$, and the dual points as $p_i=n_i/\gamma_i$. I want to know which facets I could delete from my list without changing $W$. I thought these were the ones whose dual point lies in the convex hull of the others. But take two facets on a line, both with normal $1$, with energies $1$ and $2$. The second is clearly redundant, yet its dual point $1/2$ is not in the hull of the other, which is just $\{1\}$. What is the correct rule?

## Adding the origin to the hull

For a set $S$ of facets, let $W_S$ be the shape cut out by $S$, and let $H_S$ be the convex hull of $0$ and the points $p_i$ with $i\in S$. Facet $j$ is redundant if and only if $p_j\in H_S$, where $S$ contains all facets except $j$. In your example $H_S=[0,1]$, which contains $1/2$.

**From the shape to the hull.** Since $\gamma_i>0$, facet $i$ imposes $\langle x,p_i\rangle\le1$. If $x\in W_S$ and $y=\sum_{i\in S}\lambda_ip_i$ with $\lambda_i\ge0$ and $\sum\lambda_i\le1$ (the origin takes the remaining weight), then
$$\langle x,y\rangle=\sum_{i\in S}\lambda_i\langle x,p_i\rangle\le\sum_{i\in S}\lambda_i\le1 .$$
Conversely, a bound of $1$ on all of $H_S$ includes the bounds at the $p_i$. So $x\in W_S$ exactly when $\langle x,y\rangle\le1$ for all $y\in H_S$.

**From the hull to the shape.** Let $y\notin H_S$. The hull of finitely many points is compact, so it has a point $v$ nearest to $y$. Put $d=y-v\neq0$. For $w\in H_S$ and $0<t\le1$, the point $v+t(w-v)$ is in $H_S$ and no nearer to $y$, so
$$-2t\langle d,w-v\rangle+t^2\|w-v\|^2\ge0 .$$
Dividing by $t$ and letting $t\to0$ gives $\langle d,w\rangle\le\langle d,v\rangle$. Taking $w=0$ shows $\langle d,v\rangle\ge0$, while $\langle d,y\rangle=\langle d,v\rangle+\|d\|^2$ is larger. Choose $c$ strictly between these two values. Then $x=d/c$ lies in $W_S$ and has $\langle x,y\rangle>1$.

**The criterion.** Deleting $j$ changes nothing exactly when every $x\in W_S$ already satisfies $\langle x,p_j\rangle\le1$. By the two steps above, this means $p_j\in H_S$.

**A planar example.** Take four edges with normals $(\pm1,0),(0,\pm1)$ and energy $1$. Their hull is $|y_1|+|y_2|\le1$. Add an edge with normal $(1,1)/\sqrt2$. At energy $1.5$ its dual point is about $(0.471,0.471)$, with coordinate sum $0.943$, so it is redundant. At energy $1.3$ the sum is $1.088$, and the edge cuts off the corner $(1,1)$.

**In a calculation.** Slab calculations supply $\gamma_i$ for a finite list of orientations; the criterion sorts that list and is silent about orientations left out. One divides each normal by its energy and passes the points, with the origin, to a convex-hull routine. For a bounded shape and distinct dual points, the hull's vertices are the facets to keep.

Here is the Lean version.

```lean
import Mathlib

open scoped InnerProductSpace

namespace WulffDualHull

noncomputable section

variable {ι E : Type*} [NormedAddCommGroup E] [InnerProductSpace ℝ E]

/-- The Wulff shape cut out by the facets in `s`: all points `x` with `⟪x, n i⟫ ≤ γ i`
for every facet `i` in `s`. -/
def wulff (n : ι → E) (γ : ι → ℝ) (s : Set ι) : Set E :=
  {x | ∀ i ∈ s, ⟪x, n i⟫_ℝ ≤ γ i}

/-- The dual point `n i / γ i` of a facet, for nonzero surface energy `γ i`. -/
def dualPoint (n : ι → E) (γ : ι → ℝ) (i : ι) : E :=
  (γ i)⁻¹ • n i

/-- The dual hull of the facets in `s`: the convex hull of the origin and their dual points,
for surface energies that are nonzero on `s`. -/
def dualHull (n : ι → E) (γ : ι → ℝ) (s : Set ι) : Set E :=
  convexHull ℝ (insert 0 (dualPoint n γ '' s))

/-- For positive surface energy, a point satisfies the inequality of a facet exactly when its
inner product with the dual point of the facet is at most one. -/
theorem inner_dualPoint_le_one_iff {n : ι → E} {γ : ι → ℝ} {i : ι} (hi : 0 < γ i) (x : E) :
    ⟪x, dualPoint n γ i⟫_ℝ ≤ 1 ↔ ⟪x, n i⟫_ℝ ≤ γ i := by
  rw [dualPoint, real_inner_smul_right, inv_mul_le_iff₀ hi, mul_one]

/-- For positive surface energies, the Wulff shape is the polar of the dual hull: it consists of
the points whose inner product with every point of the dual hull is at most one. -/
theorem mem_wulff_iff {n : ι → E} {γ : ι → ℝ} (hγ : ∀ i, 0 < γ i) (s : Set ι) (x : E) :
    x ∈ wulff n γ s ↔ ∀ y ∈ dualHull n γ s, ⟪x, y⟫_ℝ ≤ 1 := by
  constructor
  · intro hx
    -- the set of all `y` with `⟪x, y⟫ ≤ 1` is convex
    have hconv : Convex ℝ {y : E | ⟪x, y⟫_ℝ ≤ 1} := by
      intro y hy z hz a b ha hb hab
      have hy' : ⟪x, y⟫_ℝ ≤ 1 := hy
      have hz' : ⟪x, z⟫_ℝ ≤ 1 := hz
      change ⟪x, a • y + b • z⟫_ℝ ≤ 1
      rw [inner_add_right, real_inner_smul_right, real_inner_smul_right]
      have h1 := mul_le_mul_of_nonneg_left hy' ha
      have h2 := mul_le_mul_of_nonneg_left hz' hb
      linarith
    -- it contains the origin and all dual points, hence their hull
    have hsub : insert 0 (dualPoint n γ '' s) ⊆ {y : E | ⟪x, y⟫_ℝ ≤ 1} := by
      rintro y (rfl | ⟨i, hi, rfl⟩)
      · change ⟪x, (0 : E)⟫_ℝ ≤ 1
        rw [inner_zero_right]
        exact zero_le_one
      · exact (inner_dualPoint_le_one_iff (hγ i) x).2 (hx i hi)
    exact fun y hy => convexHull_min hsub hconv hy
  · intro h i hi
    exact (inner_dualPoint_le_one_iff (hγ i) x).1
      (h _ (subset_convexHull ℝ _ (Set.mem_insert_of_mem _ (Set.mem_image_of_mem _ hi))))

/-- For finitely many facets with positive surface energies, every point `y` outside the dual
hull is detected by a point `x` of the Wulff shape with `⟪x, y⟫ > 1`. -/
theorem exists_mem_wulff_one_lt_inner [Finite ι] {n : ι → E} {γ : ι → ℝ}
    (hγ : ∀ i, 0 < γ i) (s : Set ι) {y : E} (hy : y ∉ dualHull n γ s) :
    ∃ x ∈ wulff n γ s, 1 < ⟪x, y⟫_ℝ := by
  have hconv : Convex ℝ (dualHull n γ s) := convex_convexHull ℝ _
  have hzero : (0 : E) ∈ dualHull n γ s :=
    subset_convexHull ℝ _ (Set.mem_insert _ _)
  have hcomp : IsCompact (dualHull n γ s) := by
    unfold dualHull
    apply Set.Finite.isCompact_convexHull
    exact (s.toFinite.image _).insert 0
  -- `v` is the point of the dual hull nearest to `y`
  obtain ⟨v, hv, hmin⟩ :=
    exists_norm_eq_iInf_of_complete_convex ⟨0, hzero⟩ hcomp.isComplete hconv y
  have hsep := (norm_eq_iInf_iff_real_inner_le_zero hconv hv).1 hmin
  have hle : ∀ w ∈ dualHull n γ s, ⟪y - v, w⟫_ℝ ≤ ⟪y - v, v⟫_ℝ := by
    intro w hw
    have h := hsep w hw
    rw [inner_sub_right] at h
    linarith
  have hb : 0 ≤ ⟪y - v, v⟫_ℝ := by
    have h := hle 0 hzero
    rwa [inner_zero_right] at h
  have hne : y - v ≠ 0 := by
    intro h
    exact hy (by rw [sub_eq_zero.1 h]; exact hv)
  have hlt : ⟪y - v, v⟫_ℝ < ⟪y - v, y⟫_ℝ := by
    have h : 0 < ⟪y - v, y - v⟫_ℝ := by
      rw [real_inner_self_eq_norm_sq]
      exact pow_pos (norm_pos_iff.2 hne) 2
    rw [inner_sub_right] at h
    linarith
  -- rescale the separating direction by a level strictly between the two values
  obtain ⟨c, hc1, hc2⟩ := exists_between hlt
  have hc : 0 < c := lt_of_le_of_lt hb hc1
  refine ⟨c⁻¹ • (y - v), (mem_wulff_iff hγ s _).2 ?_, ?_⟩
  · intro w hw
    rw [real_inner_smul_left, inv_mul_le_iff₀ hc, mul_one]
    exact (hle w hw).trans hc1.le
  · rw [real_inner_smul_left]
    calc (1 : ℝ) = c⁻¹ * c := (inv_mul_cancel₀ hc.ne').symm
      _ < c⁻¹ * ⟪y - v, y⟫_ℝ := mul_lt_mul_of_pos_left hc2 (inv_pos.2 hc)

/-- For finitely many facets with positive surface energies, the dual hull is in turn the polar
of the Wulff shape. -/
theorem mem_dualHull_iff [Finite ι] {n : ι → E} {γ : ι → ℝ} (hγ : ∀ i, 0 < γ i)
    (s : Set ι) (y : E) :
    y ∈ dualHull n γ s ↔ ∀ x ∈ wulff n γ s, ⟪x, y⟫_ℝ ≤ 1 := by
  constructor
  · exact fun hy x hx => (mem_wulff_iff hγ s x).1 hx y hy
  · intro h
    by_contra hy
    obtain ⟨x, hx, hxy⟩ := exists_mem_wulff_one_lt_inner hγ s hy
    exact not_lt_of_ge (h x hx) hxy

/-- Dual hull criterion: among finitely many facets with positive surface energies, facet `j` can
be dropped without changing the Wulff shape if and only if `n j / γ j` lies in the convex hull of
the origin and the points `n i / γ i` of the other facets. -/
theorem wulff_drop_facet_iff [Finite ι] {n : ι → E} {γ : ι → ℝ} (hγ : ∀ i, 0 < γ i) (j : ι) :
    wulff n γ {j}ᶜ = wulff n γ Set.univ ↔ dualPoint n γ j ∈ dualHull n γ {j}ᶜ := by
  rw [mem_dualHull_iff hγ]
  constructor
  · intro h x hx
    rw [h] at hx
    exact (inner_dualPoint_le_one_iff (hγ j) x).2 (hx j (Set.mem_univ j))
  · intro h
    apply Set.Subset.antisymm
    · intro x hx i _
      by_cases hij : i = j
      · rw [hij]
        exact (inner_dualPoint_le_one_iff (hγ j) x).1 (h x hx)
      · exact hx i hij
    · exact fun x hx i _ => hx i (Set.mem_univ i)

/-- Two selections from finitely many facets with positive surface energies give the same Wulff
shape if and only if they have the same dual hull. -/
theorem wulff_eq_iff_dualHull_eq [Finite ι] {n : ι → E} {γ : ι → ℝ} (hγ : ∀ i, 0 < γ i)
    (s t : Set ι) :
    wulff n γ s = wulff n γ t ↔ dualHull n γ s = dualHull n γ t := by
  constructor
  · intro h
    ext y
    rw [mem_dualHull_iff hγ, mem_dualHull_iff hγ, h]
  · intro h
    ext x
    rw [mem_wulff_iff hγ, mem_wulff_iff hγ, h]

/-- The origin cannot be left out of the hull: for two parallel facets on the line with energies
1 and 2, the second can be dropped, yet its dual point is not in the convex hull of the dual
points of the other facets alone. -/
theorem origin_needed :
    wulff (![1, 1] : Fin 2 → ℝ) ![1, 2] {1}ᶜ = wulff (![1, 1] : Fin 2 → ℝ) ![1, 2] Set.univ ∧
      dualPoint (![1, 1] : Fin 2 → ℝ) ![1, 2] 1 ∉
        convexHull ℝ (dualPoint (![1, 1] : Fin 2 → ℝ) ![1, 2] '' {1}ᶜ) := by
  have hc : ({1}ᶜ : Set (Fin 2)) = {0} := by
    ext i
    fin_cases i <;> simp
  rw [hc]
  constructor
  · apply Set.Subset.antisymm
    · intro x hx i _
      have h0 : ⟪x, (1 : ℝ)⟫_ℝ ≤ 1 := hx 0 (Set.mem_singleton 0)
      fin_cases i
      · exact h0
      · exact h0.trans (by norm_num : (1 : ℝ) ≤ 2)
    · exact fun x hx i _ => hx i (Set.mem_univ i)
  · rw [Set.image_singleton, convexHull_singleton, Set.mem_singleton_iff]
    norm_num [dualPoint]

end

end WulffDualHull
```

```lean
#print axioms WulffDualHull.wulff_drop_facet_iff
#print axioms WulffDualHull.wulff_eq_iff_dualHull_eq
#print axioms WulffDualHull.origin_needed
```

```
'WulffDualHull.wulff_drop_facet_iff' depends on axioms: [propext, Classical.choice, Quot.sound]
'WulffDualHull.wulff_eq_iff_dualHull_eq' depends on axioms: [propext, Classical.choice, Quot.sound]
'WulffDualHull.origin_needed' depends on axioms: [propext, Classical.choice, Quot.sound]
```

`wulff n γ s` is $W_S$, `dualPoint` is $p_i$ and `dualHull` is $H_S$. In `wulff_drop_facet_iff`, `{j}ᶜ` means all facets but $j$, and `Set.univ` means all of them. `Finite ι` makes the list finite; `E` is any real inner-product space, and the normals need not be unit vectors. The hypothesis `hγ` says that creating each surface costs energy. That an equilibrium crystal of fixed volume minimises its surface energy is a separate physical input. That the minimiser is then a scaled copy of $W$, for unit normals, a bounded $W$ and crystals showing only the listed orientations, is Wulff's theorem, which is not proved here.

`mem_wulff_iff` is the first step, using the convexity of the set of all $y$ with $\langle x,y\rangle\le1$. `exists_mem_wulff_one_lt_inner` is the nearest-point argument, with `exists_between` choosing $c$. `mem_dualHull_iff` combines them, and the criterion follows by treating $i=j$ and $i\ne j$ separately. `wulff_eq_iff_dualHull_eq` adds that two selections of facets give the same shape exactly when their dual hulls agree. `origin_needed` is your example, where the shape is an unbounded half-line. For a bounded crystal shape your original rule gives the same answer, because the origin then lies in the hull of the other dual points whenever facet $j$ is redundant.
